# Mean-field relaxation of a core hole shared by n equivalent, uncoupled harmonic sites: R/n when evenly split, R when localized

Remove a 1s electron from N₂. A symmetry-adapted core orbital spreads the hole evenly over the two equivalent atoms, while a symmetry-broken Hartree-Fock solution can place it on one. The valence electrons respond to the hole and lower the energy. How much of this relaxation is lost when the hole is spread out?

Here the question is put to a harmonic model in which each site responds only to its own mean charge. The stiffness matrix $A$ is the energy cost of distorting the valence cloud, and the vector $b$ is the pull of a unit hole on it. Both are given, not derived from a Hartree-Fock calculation.

## One site and its energy

```lean
import Mathlib

open Matrix

namespace CoreHoleRelaxation

noncomputable section

variable {m ι : Type*} [Fintype m] [DecidableEq m] [Fintype ι]
```

The finite type `m` labels the relaxation coordinates of one site, and `ι` labels the sites. Their number $n$ appears later as `Fintype.card ι`.

```lean
/-- Energy of one site with hole charge `q` and relaxation coordinates `x`: a harmonic cost with
stiffness `A` and a linear coupling `b` of the coordinates to the charge. -/
def siteEnergy (A : Matrix m m ℝ) (b : m → ℝ) (q : ℝ) (x : m → ℝ) : ℝ :=
  (x ⬝ᵥ (A *ᵥ x)) / 2 - q * (b ⬝ᵥ x)
```

For hole charge $q$ and real coordinates $x$, the site energy is
$$E_q(x)=\tfrac12 x^TAx-q\,b^Tx .$$
In Lean, `⬝ᵥ` is the dot product and `*ᵥ` applies a matrix to a vector.

```lean
/-- The relaxation constant `R = bᵀ A⁻¹ b / 2`, for an invertible stiffness matrix `A`. -/
def relaxationConstant (A : Matrix m m ℝ) (b : m → ℝ) : ℝ :=
  (b ⬝ᵥ (A⁻¹ *ᵥ b)) / 2
```

This is $R=\tfrac12 b^TA^{-1}b$, which will turn out to be the relaxation energy of a unit hole on one site.

## Many sites, each with its own coordinates

```lean
/-- Total energy of equivalent sites with charges `q i`, each with its own coordinates `x i`. -/
def latticeEnergy (A : Matrix m m ℝ) (b : m → ℝ) (q : ι → ℝ) (x : ι → m → ℝ) : ℝ :=
  ∑ i, siteEnergy A b (q i) (x i)
```

Site $i$ has charge $q_i$ and its own coordinate vector $x_i$, and the energies add. All sites share the same $A$ and $b$, which makes them equivalent. There is no hopping of the hole and no coupling between the responses of different sites.

```lean
/-- The relaxation: minus the infimum of the total energy over all coordinates, for a positive
definite stiffness matrix `A`. -/
def relaxation (A : Matrix m m ℝ) (b : m → ℝ) (q : ι → ℝ) : ℝ :=
  -sInf (Set.range (latticeEnergy A b q))
```

The relaxation is minus the infimum of the total energy over all coordinates, measured from the unrelaxed energy $0$ at $x=0$. Lean assigns a value to `sInf` even for a set unbounded below; the attained minimum proved further on shows that this does not occur here.

## Completing the square

```lean
/-- The response `A⁻¹ b` solves the linear equilibrium equation `A y = b`. -/
theorem response_equation {A : Matrix m m ℝ} (hA : A.PosDef) (b : m → ℝ) :
    A *ᵥ (A⁻¹ *ᵥ b) = b := by
  rw [Matrix.mulVec_mulVec, Matrix.mul_nonsing_inv _ hA.det_pos.ne'.isUnit, Matrix.one_mulVec]
```

The hypothesis `hA : A.PosDef` says that $A$ is symmetric and that $v^TAv>0$ for every $v\neq0$. Its determinant is then positive, so $A$ is invertible and $y=A^{-1}b$ satisfies $Ay=b$.

```lean
/-- The site energy is a harmonic energy about the displaced position `q A⁻¹ b`, shifted by
`-q² R`. -/
theorem siteEnergy_eq {A : Matrix m m ℝ} (hA : A.PosDef) (b : m → ℝ) (q : ℝ) (x : m → ℝ) :
    siteEnergy A b q x =
      ((x - q • (A⁻¹ *ᵥ b)) ⬝ᵥ (A *ᵥ (x - q • (A⁻¹ *ᵥ b)))) / 2
        - q ^ 2 * relaxationConstant A b := by
  have hy := response_equation hA b
  have hT : Aᵀ = A := by
    rw [← Matrix.conjTranspose_eq_transpose_of_trivial]
    exact hA.isHermitian.eq
  -- symmetry of the stiffness moves `A` onto the response vector
  have hs : (A⁻¹ *ᵥ b) ⬝ᵥ (A *ᵥ x) = b ⬝ᵥ x := by
    rw [Matrix.dotProduct_mulVec, ← Matrix.mulVec_transpose, hT, hy]
  simp only [siteEnergy, relaxationConstant, Matrix.mulVec_sub, Matrix.mulVec_smul,
    sub_dotProduct, dotProduct_sub, smul_dotProduct, dotProduct_smul, smul_eq_mul, hy, hs]
  rw [dotProduct_comm x b, dotProduct_comm (A⁻¹ *ᵥ b) b]
  ring
```

Symmetry gives $y^TAx=b^Tx$, which is the step `hs`. Also $y^TAy=y^Tb=2R$. Expanding the square,
$$\tfrac12(x-qy)^TA(x-qy)=\tfrac12x^TAx-q\,b^Tx+q^2R,$$
and moving $q^2R$ to the other side gives the theorem. In the proof, `simp only` expands the products and `ring` collects the terms.

```lean
/-- The site energy is at least `-q² R`, with equality exactly at `x = q A⁻¹ b`. -/
theorem siteEnergy_min {A : Matrix m m ℝ} (hA : A.PosDef) (b : m → ℝ) (q : ℝ) (x : m → ℝ) :
    -(q ^ 2 * relaxationConstant A b) ≤ siteEnergy A b q x ∧
      (siteEnergy A b q x = -(q ^ 2 * relaxationConstant A b) ↔ x = q • (A⁻¹ *ᵥ b)) := by
  have h := siteEnergy_eq hA b q x
  refine ⟨?_, ?_, ?_⟩
  · have hp := hA.posSemidef.dotProduct_mulVec_nonneg (x - q • (A⁻¹ *ᵥ b))
    rw [star_trivial] at hp
    linarith
  · intro e
    by_contra hne
    have hp := hA.dotProduct_mulVec_pos (sub_ne_zero.mpr hne)
    rw [star_trivial] at hp
    linarith
  · intro e
    rw [h, e]
    simp
```

The quadratic term is never negative, so $E_q(x)\ge-q^2R$. It vanishes only for $x=qy$, so the minimum is attained there and nowhere else. The statement joins the bound and the equality condition by `∧` ("and"); `↔` means "if and only if". For uniqueness, the proof supposes $x\neq qy$, and strict positivity then contradicts equality.

```lean
/-- The relaxation constant is positive when the coupling does not vanish. -/
theorem relaxationConstant_pos {A : Matrix m m ℝ} (hA : A.PosDef) {b : m → ℝ} (hb : b ≠ 0) :
    0 < relaxationConstant A b := by
  have hy := response_equation hA b
  have hy0 : A⁻¹ *ᵥ b ≠ 0 := by
    intro h
    rw [h, Matrix.mulVec_zero] at hy
    exact hb hy.symm
  have hp := hA.dotProduct_mulVec_pos hy0
  rw [star_trivial, hy, dotProduct_comm] at hp
  exact half_pos hp
```

If $b\neq0$, then $y\neq0$, since otherwise $b=Ay=0$. Hence $2R=y^TAy>0$.

## The sum of squared charges

```lean
/-- The total energy attains its minimum, and the minimum is `-R ∑ qᵢ²`. -/
theorem isLeast_latticeEnergy {A : Matrix m m ℝ} (hA : A.PosDef) (b : m → ℝ) (q : ι → ℝ) :
    IsLeast (Set.range (latticeEnergy A b q)) (-(relaxationConstant A b * ∑ i, q i ^ 2)) := by
  have hsum : -(relaxationConstant A b * ∑ i, q i ^ 2)
      = ∑ i, -(q i ^ 2 * relaxationConstant A b) := by
    rw [Finset.sum_neg_distrib, ← Finset.sum_mul, mul_comm]
  rw [hsum]
  constructor
  · exact ⟨fun i => q i • (A⁻¹ *ᵥ b),
      Finset.sum_congr rfl fun i _ => (siteEnergy_min hA b (q i) _).2.2 rfl⟩
  · rintro _ ⟨x, rfl⟩
    exact Finset.sum_le_sum fun i _ => (siteEnergy_min hA b (q i) (x i)).1
```

Since each site has its own coordinates, the sum is minimized site by site, at $x_i=q_iy$:
$$\min_x\sum_iE_{q_i}(x_i)=-R\sum_iq_i^2 .$$
`IsLeast` says that this number is a value of the energy and that no value lies below it. The two bullets of the proof supply these two facts.

```lean
/-- The relaxation equals `R ∑ qᵢ²`. -/
theorem relaxation_eq {A : Matrix m m ℝ} (hA : A.PosDef) (b : m → ℝ) (q : ι → ℝ) :
    relaxation A b q = relaxationConstant A b * ∑ i, q i ^ 2 := by
  rw [relaxation, (isLeast_latticeEnergy hA b q).csInf_eq, neg_neg]
```

A least value is the infimum, so the relaxation is $R\sum_iq_i^2$. The quadratic dependence on charge is what penalizes spreading the hole.

## Between the even split and the localized hole

```lean
/-- For a nonzero coupling `b` and a unit hole shared by `n` sites with non-negative charges, the
relaxation lies between `R / n` and `R`; it is `R / n` exactly for the even split and `R` exactly
when one site carries the whole hole. -/
theorem relaxation_bounds [DecidableEq ι] {A : Matrix m m ℝ} (hA : A.PosDef) {b : m → ℝ}
    (hb : b ≠ 0) {q : ι → ℝ} (hq : ∀ i, 0 ≤ q i) (hsum : ∑ i, q i = 1) :
    (relaxationConstant A b / Fintype.card ι ≤ relaxation A b q ∧
      relaxation A b q ≤ relaxationConstant A b) ∧
    (relaxation A b q = relaxationConstant A b / Fintype.card ι ↔
      ∀ i, q i = 1 / Fintype.card ι) ∧
    (relaxation A b q = relaxationConstant A b ↔ ∃ k, q = Pi.single k 1) := by
  have hR := relaxationConstant_pos hA hb
  have hne : Nonempty ι := by
    rcases isEmpty_or_nonempty ι with h | h
    · simp at hsum
    · exact h
  have hn : (Fintype.card ι : ℝ) * (1 / Fintype.card ι) = 1 :=
    mul_one_div_cancel (Nat.cast_ne_zero.mpr Fintype.card_ne_zero)
  -- the sum of squared deviations measures the distance from the even split
  have hvar : ∑ i, (q i - 1 / Fintype.card ι) ^ 2 = ∑ i, q i ^ 2 - 1 / Fintype.card ι := by
    have h : ∀ i, (q i - 1 / Fintype.card ι) ^ 2
        = q i ^ 2 - 2 * (1 / Fintype.card ι) * q i + (1 / Fintype.card ι) ^ 2 := by
      intro i
      ring
    simp only [h, Finset.sum_add_distrib, Finset.sum_sub_distrib, ← Finset.mul_sum, hsum,
      Finset.sum_const, Finset.card_univ, nsmul_eq_mul]
    linear_combination (1 / (Fintype.card ι : ℝ)) * hn
  -- the products `qᵢ (1 - qᵢ)` measure the distance from a localized hole
  have hloc : ∑ i, q i * (1 - q i) = 1 - ∑ i, q i ^ 2 := by
    have h : ∀ i, q i * (1 - q i) = q i - q i ^ 2 := by
      intro i
      ring
    simp only [h, Finset.sum_sub_distrib, hsum]
  have hq1 : ∀ i, q i ≤ 1 := fun i =>
    (Finset.single_le_sum (fun j _ => hq j) (Finset.mem_univ i)).trans_eq hsum
  have hterm : ∀ i ∈ Finset.univ, 0 ≤ q i * (1 - q i) := fun i _ =>
    mul_nonneg (hq i) (sub_nonneg.mpr (hq1 i))
  have hv0 : 0 ≤ ∑ i, (q i - 1 / Fintype.card ι) ^ 2 :=
    Finset.sum_nonneg fun i _ => sq_nonneg _
  have hl0 := Finset.sum_nonneg hterm
  rw [relaxation_eq hA, div_eq_mul_one_div]
  refine ⟨⟨mul_le_mul_of_nonneg_left (by linarith) hR.le, ?_⟩, ⟨?_, ?_⟩, ⟨?_, ?_⟩⟩
  · exact mul_le_of_le_one_right hR.le (by linarith)
  · intro h i
    have hS := mul_left_cancel₀ hR.ne' h
    have hz := (Finset.sum_eq_zero_iff_of_nonneg (fun i _ => sq_nonneg _)).1
      (hvar.trans (sub_eq_zero.mpr hS)) i (Finset.mem_univ i)
    exact sub_eq_zero.1 (pow_eq_zero_iff two_ne_zero |>.1 hz)
  · intro h
    have hz : ∑ i, (q i - 1 / Fintype.card ι) ^ 2 = 0 :=
      Finset.sum_eq_zero fun i _ => by rw [h i, sub_self, sq, mul_zero]
    rw [sub_eq_zero.1 (hvar.symm.trans hz)]
  · intro h
    have hS := mul_left_cancel₀ hR.ne' (h.trans (mul_one _).symm)
    have hz := (Finset.sum_eq_zero_iff_of_nonneg hterm).1 (by linarith)
    obtain ⟨k, -, hk⟩ := Finset.exists_ne_zero_of_sum_ne_zero
      (show ∑ i, q i ≠ 0 by rw [hsum]; exact one_ne_zero)
    have hk1 : q k = 1 := by
      have h1 := (mul_eq_zero.1 (hz k (Finset.mem_univ k))).resolve_left hk
      linarith
    -- one site already holds the full charge, so the others are empty
    have he := Finset.add_sum_erase Finset.univ q (Finset.mem_univ k)
    have he0 : ∑ i ∈ Finset.univ.erase k, q i = 0 := by linarith
    refine ⟨k, funext fun j => ?_⟩
    rcases eq_or_ne j k with hj | hj
    · rw [hj, Pi.single_eq_same, hk1]
    · rw [Pi.single_eq_of_ne hj]
      exact (Finset.sum_eq_zero_iff_of_nonneg (fun i _ => hq i)).1 he0 j
        (Finset.mem_erase.2 ⟨hj, Finset.mem_univ j⟩)
  · rintro ⟨k, rfl⟩
    simp [Pi.single_apply, ite_pow]
```

The hypotheses are that $A$ is positive definite, $b\neq0$, all $q_i\ge0$, and $\sum_iq_i=1$. The conclusion has three parts: the two bounds, the condition for reaching the lower one, and the condition for reaching the upper one. `Pi.single k 1` is the distribution with charge $1$ on site $k$ and $0$ elsewhere.

For the lower bound, `hvar` is the identity
$$\sum_i\left(q_i-\tfrac1n\right)^2=\sum_iq_i^2-\tfrac2n+\tfrac1n=\sum_iq_i^2-\tfrac1n .$$
The left side is non-negative, so $\sum_iq_i^2\ge1/n$. Equality makes every square vanish, which means $q_i=1/n$ for all $i$.

For the upper bound, `hloc` is
$$\sum_iq_i(1-q_i)=1-\sum_iq_i^2 .$$
Non-negative charges with sum $1$ satisfy $q_i\le1$, so every term on the left is non-negative and $\sum_iq_i^2\le1$. Equality makes every term vanish, so each $q_i$ is $0$ or $1$. Some $q_k$ is nonzero because the sum is $1$; hence $q_k=1$, and the remaining charges, non-negative with sum $0$, all vanish.

Multiplying by $R>0$ gives the bounds on the relaxation. Because $R\neq0$, it can also be cancelled in the equality cases, which is the role of `mul_left_cancel₀`.

The sign condition on the charges matters. With two sites and $q=(2,-1)$, the sum is still $1$, but the relaxation is $5R$, above the upper bound.

```lean
/-- A hole localized on one of `n` sites relaxes by `(1 - 1/n) R` more than a hole split evenly
over them. -/
theorem localization_gain [DecidableEq ι] {A : Matrix m m ℝ} (hA : A.PosDef) (b : m → ℝ)
    (k : ι) :
    relaxation A b (Pi.single k 1 : ι → ℝ)
        - relaxation A b (fun _ : ι => 1 / (Fintype.card ι : ℝ))
      = (1 - 1 / Fintype.card ι) * relaxationConstant A b := by
  have hne : Nonempty ι := ⟨k⟩
  have hn : (Fintype.card ι : ℝ) ≠ 0 := Nat.cast_ne_zero.mpr Fintype.card_ne_zero
  have h1 : ∑ i, (Pi.single k 1 : ι → ℝ) i ^ 2 = 1 := by
    simp [Pi.single_apply, ite_pow]
  have h2 : (∑ _i : ι, (1 / (Fintype.card ι : ℝ)) ^ 2 : ℝ) = 1 / (Fintype.card ι : ℝ) := by
    rw [Finset.sum_const, Finset.card_univ, nsmul_eq_mul, sq, ← mul_assoc,
      mul_one_div_cancel hn, one_mul]
  rw [relaxation_eq hA, relaxation_eq hA, h1, h2]
  ring

end

end CoreHoleRelaxation
```

Subtracting the two extreme values gives
$$R-\frac Rn=\left(1-\frac1n\right)R .$$
The proof evaluates $\sum_iq_i^2$ as $1$ for the localized hole (`h1`) and as $1/n$ for the even split (`h2`). For $n=1$ the two distributions coincide and the gain is zero; for two sites it is $R/2$. With $R$ fixed and $n$ growing, the evenly spread hole loses all its relaxation and the gain approaches $R$.

For mean-field calculations of core-ionized states, this difference models the relaxation energy that favours a symmetry-broken hole, within a harmonic response of uncoupled sites. Whether the broken solution has the lower total energy also depends on terms the model leaves out, such as hopping between the core orbitals.

```lean
#print axioms CoreHoleRelaxation.relaxation_bounds
-- 'CoreHoleRelaxation.relaxation_bounds' depends on axioms: [propext, Classical.choice, Quot.sound]
#print axioms CoreHoleRelaxation.localization_gain
-- 'CoreHoleRelaxation.localization_gain' depends on axioms: [propext, Classical.choice, Quot.sound]
```
